# The Padé–Jastrow pair function $r^l e^{ar/(1+br)}$ with $b\ge 0$ has bounded local energy exactly when $a=1/(2(l+1))$

Let $r$ be the distance between two electrons, in Hartree atomic units. The reduced mass of the pair is $1/2$, so once the centre-of-mass motion is separated off, the Hamiltonian of the relative motion is $-\nabla^2+1/r$. For a state of relative angular momentum $l$, the wave function is a radial function $\psi(r)$ times a spherical harmonic, and the Laplacian contributes a centrifugal term $l(l+1)/r^2$.

```lean
import Mathlib

open Filter Topology

namespace PadeJastrowCusp

noncomputable section
```

The exponent of the Jastrow factor is $u(r)=ar/(1+br)$. It has slope $a$ at $r=0$ and, for $b>0$, levels off at $a/b$ for large $r$. All parameters are real.

```lean
/-- The Padé Jastrow exponent `u(r) = a r / (1 + b r)`, for `1 + b r ≠ 0`. -/
def padeJastrow (a b r : ℝ) : ℝ := a * r / (1 + b * r)
```

The trial function is $\psi(r)=r^l e^{u(r)}$. Here `l` is a natural number: even values belong to spin singlets and odd values to triplets.

```lean
/-- The radial pair function `r^l exp(u(r))` with relative angular momentum `l`. -/
def pairWave (l : ℕ) (a b r : ℝ) : ℝ := r ^ l * Real.exp (padeJastrow a b r)
```

The local energy is the Hamiltonian applied to $\psi$, divided by $\psi$:

$$E(r)=-\frac{\psi''(r)+\frac{2}{r}\psi'(r)}{\psi(r)}+\frac{l(l+1)}{r^2}+\frac1r .$$

Since it is a ratio, the normalisation of $\psi$ plays no role. In Lean, `localEnergy` takes an arbitrary function `ψ` and uses its actual derivatives, through `deriv`.

```lean
/-- The local energy of a radial function `ψ` for two repelling electrons in relative motion with
angular momentum `l`, at distances `r > 0` where `ψ r ≠ 0`. -/
def localEnergy (l : ℕ) (ψ : ℝ → ℝ) (r : ℝ) : ℝ :=
  -(deriv (deriv ψ) r + 2 / r * deriv ψ r) / ψ r + l * (l + 1) / r ^ 2 + 1 / r
```

With the abbreviation $q=1+br$, the last definition collects the terms that remain finite at $r=0$:

$$R(r)=\frac{2ab}{q^3}-\frac{a^2}{q^4}+\frac{2(l+1)ab}{q}+\frac{2(l+1)ab}{q^2}.$$

```lean
/-- The part of the local energy without the `1/r` term, for `1 + b r ≠ 0`. -/
def regularPart (l : ℕ) (a b r : ℝ) : ℝ :=
  2 * a * b / (1 + b * r) ^ 3 - a ^ 2 / (1 + b * r) ^ 4
    + 2 * (l + 1) * a * b / (1 + b * r) + 2 * (l + 1) * a * b / (1 + b * r) ^ 2
```

The result bears on variational Monte Carlo, where the local energy is averaged over sampled configurations and a $1/r$ divergence adds to the fluctuations; the model treated here is an isolated pair, without nuclei, other electrons or a determinant.

## No pole in the exponent: $1+br\neq 0$

Physically, this condition says that the Jastrow factor is finite and smooth at the distance considered. By hand, it is what permits the quotient rule:

$$u'=\frac{a(1+br)-ar\,b}{(1+br)^2}=\frac{a}{q^2},\qquad u''=-\frac{2ab}{q^3}.$$

The two lemmas below state these derivatives. `HasDerivAt f d r` says that `f` is differentiable at `r` with derivative `d`. The hypothesis `h` is passed to the quotient rule `fun_div`, and algebra brings the result into the form above.

```lean
/-- The slope of the Padé Jastrow exponent is `a / (1 + b r)²`. -/
theorem hasDerivAt_padeJastrow (a : ℝ) {b r : ℝ} (h : 1 + b * r ≠ 0) :
    HasDerivAt (padeJastrow a b) (a / (1 + b * r) ^ 2) r := by
  have hn : HasDerivAt (fun x : ℝ => a * x) a r :=
    ((hasDerivAt_id' r).const_mul a).congr_deriv (mul_one a)
  have hd : HasDerivAt (fun x : ℝ => 1 + b * x) b r :=
    (((hasDerivAt_id' r).const_mul b).congr_deriv (mul_one b)).const_add 1
  exact (hn.fun_div hd h).congr_deriv (by ring)

/-- The derivative of the slope `a / (1 + b r)²` is `-2ab / (1 + b r)³`. -/
theorem hasDerivAt_slope (a : ℝ) {b r : ℝ} (h : 1 + b * r ≠ 0) :
    HasDerivAt (fun x : ℝ => a / (1 + b * x) ^ 2) (-(2 * a * b) / (1 + b * r) ^ 3) r := by
  have hd : HasDerivAt (fun x : ℝ => 1 + b * x) b r :=
    (((hasDerivAt_id' r).const_mul b).congr_deriv (mul_one b)).const_add 1
  refine ((hasDerivAt_const r a).fun_div (hd.fun_pow 2) (pow_ne_zero 2 h)).congr_deriv ?_
  rw [div_eq_div_iff (pow_ne_zero 2 (pow_ne_zero 2 h)) (pow_ne_zero 3 h)]
  push_cast
  ring
```

Where $1+br=0$ and $a\neq0$, the exponent has a pole and neither formula has a meaning. The later theorems don't assume the condition separately, because it follows from $b\ge0$ and $r>0$.

## Electrons apart: $r>0$

The two electrons are at different points. The calculation by hand divides by $r$ and by $\psi(r)$, and both are positive when $r>0$. The logarithmic derivative of the pair function is

$$\frac{\psi'}{\psi}=\frac lr+u'.$$

In the proof, `hr` is needed to write the derivative of $r^l$ as $(l/r)\,r^l$. The case $l=0$ is treated separately, since there the derivative is zero.

```lean
/-- The logarithmic derivative of the pair function is `l/r + u'(r)`. -/
theorem hasDerivAt_pairWave (l : ℕ) (a : ℝ) {b r : ℝ} (hb : 0 ≤ b) (hr : 0 < r) :
    HasDerivAt (pairWave l a b) ((l / r + a / (1 + b * r) ^ 2) * pairWave l a b r) r := by
  have h : 0 < 1 + b * r := by positivity
  have hr0 : r ≠ 0 := hr.ne'
  have hp : HasDerivAt (fun x : ℝ => x ^ l) (l / r * r ^ l) r := by
    refine (hasDerivAt_pow l r).congr_deriv ?_
    cases l with
    | zero => simp
    | succ n =>
      rw [Nat.add_sub_cancel, pow_succ]
      field_simp
  refine (hp.fun_mul (hasDerivAt_padeJastrow a h.ne').exp).congr_deriv ?_
  unfold pairWave
  ring
```

Differentiating once more gives

$$\frac{\psi''}{\psi}=\left(\frac lr+u'\right)^2-\frac{l}{r^2}+u''.$$

Adding $\frac2r\frac{\psi'}{\psi}=\frac{2l}{r^2}+\frac{2u'}{r}$ and collecting powers of $r$,

$$\frac{\psi''+\frac2r\psi'}{\psi}=\frac{l(l+1)}{r^2}+u''+\frac{2(l+1)}{r}u'+u'^2 .$$

The centrifugal term cancels in the local energy, which leaves

$$E=-\left(u''+\frac{2(l+1)}{r}u'+u'^2\right)+\frac1r .$$

The only singular contribution from $u$ is $u'/r=a/(rq^2)$. Because $q^2-1=br(q+1)$,

$$\frac{1}{rq^2}=\frac1r-\frac{q^2-1}{rq^2}=\frac1r-\frac bq-\frac b{q^2}.$$

Inserting this together with $u'$ and $u''$ gives the exact split

$$E(r)=\frac{1-2(l+1)a}{r}+R(r).$$

This is the next theorem. A second derivative at $r$ requires the first derivative in a neighbourhood of $r$, and `hev` supplies it: every point close enough to a positive $r$ is itself positive. The product rule then gives $\psi''$. The value $\psi(r)$ is replaced by a nonzero number `W`, and `field_simp` and `ring` carry out the cancellation and the partial fractions in one go.

```lean
/-- The local energy of the pair function is `(1 - 2(l+1)a)/r` plus the regular part. -/
theorem localEnergy_pairWave (l : ℕ) (a : ℝ) {b r : ℝ} (hb : 0 ≤ b) (hr : 0 < r) :
    localEnergy l (pairWave l a b) r
      = (1 - 2 * (l + 1) * a) / r + regularPart l a b r := by
  have h : 0 < 1 + b * r := by positivity
  have h0 : 1 + b * r ≠ 0 := h.ne'
  have hr0 : r ≠ 0 := hr.ne'
  have hw := hasDerivAt_pairWave l a hb hr
  have hev : deriv (pairWave l a b) =ᶠ[𝓝 r]
      fun x => (l / x + a / (1 + b * x) ^ 2) * pairWave l a b x := by
    filter_upwards [Ioi_mem_nhds hr] with x hx
    exact (hasDerivAt_pairWave l a hb hx).deriv
  have hl : HasDerivAt (fun x : ℝ => (l : ℝ) / x) (-(l / r ^ 2)) r :=
    ((hasDerivAt_const r (l : ℝ)).fun_div (hasDerivAt_id' r) hr0).congr_deriv (by ring)
  have hw2 := hev.deriv_eq.trans ((hl.fun_add (hasDerivAt_slope a h0)).fun_mul hw).deriv
  have hW : pairWave l a b r ≠ 0 := (mul_pos (pow_pos hr l) (Real.exp_pos _)).ne'
  unfold localEnergy regularPart
  rw [hw2, hw.deriv]
  -- the pair function cancels, and so does the centrifugal term
  generalize pairWave l a b r = W at hW ⊢
  field_simp
  ring
```

At $r=0$ the expression for the local energy is undefined, and Lean's convention that division by zero gives zero would assign it a number without physical content. For this reason boundedness is stated for `0 < r`, and the coalescence limit is taken from the right, written `𝓝[>] 0`.

The last formula for $E$ in terms of $u$ could also have served as the definition of the local energy. The proof would then need neither the derivatives of the pair function nor the centrifugal cancellation, but the link to the Hamiltonian would be built into the definition and no longer proved.

## A Jastrow factor finite at every distance: $b\ge 0$

The parameter $b$ is an inverse length that sets how quickly the Jastrow factor saturates. With $b\ge0$ we have $q\ge1$ at every distance, so dividing by a power of $q$ never increases a magnitude. Hence, for all $r>0$,

$$|R(r)|\le 2|a|b+a^2+4(l+1)|a|b .$$

The proof follows the same route. `key` is the inequality $|c/q^n|\le|c|$; it is applied to the four terms, and `linarith` adds them up.

```lean
/-- The regular part is bounded over all positive distances. -/
theorem regularPart_bounded (l : ℕ) (a : ℝ) {b : ℝ} (hb : 0 ≤ b) :
    ∃ M, ∀ r, 0 < r → |regularPart l a b r| ≤ M := by
  refine ⟨|2 * a * b| + |a ^ 2| + 2 * |2 * (l + 1) * a * b|, fun r hr => ?_⟩
  have hd : 1 ≤ 1 + b * r := by
    have : 0 ≤ b * r := by positivity
    linarith
  have key : ∀ (c : ℝ) (n : ℕ), |c / (1 + b * r) ^ n| ≤ |c| := fun c n => by
    have hpos : 0 < 1 + b * r := by linarith
    rw [abs_div, abs_of_pos (pow_pos hpos n)]
    exact div_le_self (abs_nonneg c) (one_le_pow₀ hd)
  have h1 := abs_le.mp (key (2 * a * b) 3)
  have h2 := abs_le.mp (key (a ^ 2) 4)
  have h3 := key (2 * (l + 1) * a * b) 1
  rw [pow_one] at h3
  have h3 := abs_le.mp h3
  have h4 := abs_le.mp (key (2 * (l + 1) * a * b) 2)
  unfold regularPart
  exact abs_le.mpr ⟨by linarith [h1.1, h2.2, h3.1, h4.1], by linarith [h1.2, h2.1, h3.2, h4.2]⟩
```

For $b<0$ the exponent has a pole at $r=-1/b$ whenever $a\ne0$. Near that distance the term $-a^2/q^4$ dominates and the local energy is unbounded, even if its behaviour at coalescence is correct.

$R$ has a finite limit at $r=0$ whatever the sign of $b$, since $q=1$ there. The next lemma accordingly has no hypothesis on `b`; it is continuity at zero, restricted to positive $r$.

```lean
/-- As the electrons meet, the regular part tends to its value at `r = 0`. -/
theorem regularPart_tendsto (l : ℕ) (a b : ℝ) :
    Tendsto (fun r => regularPart l a b r) (𝓝[>] 0) (𝓝 (regularPart l a b 0)) := by
  have h : ContinuousAt (fun r => regularPart l a b r) 0 := by
    simp only [regularPart]
    fun_prop (disch := simp)
  exact h.tendsto.mono_left nhdsWithin_le_nhds
```

The value $b=0$ is allowed. Then $u=ar$, and for $l=0$, $a=1/2$ the local energy equals $-1/4$ at every distance. The function $e^{r/2}$ grows without limit, so this constant is not a bound-state energy. For $b>0$ the pair function is not normalisable either; in a Slater–Jastrow wave function for a bound system, the decay comes from the orbitals.

## The slope at coalescence: $a=1/(2(l+1))$

This condition says that the $1/r$ term in the kinetic part of the local energy cancels the Coulomb repulsion; finite terms remain as the electrons meet. In the split it makes the coefficient $k=1-2(l+1)a$ vanish. Then $E=R$, and the bound on $R$ is a bound on $E$.

Conversely, suppose that $k\neq0$ and that $|E(r)|\le C$ for all $r>0$. With $|R(r)|\le M$, the split gives $|k|/r\le C+M$ for every $r>0$. At the distance

$$r=\frac{|k|}{|C|+|M|+1}$$

the left side equals $|C|+|M|+1$, which is larger than $C+M$, a contradiction.

The theorem assumes $b\ge0$, without which the equivalence fails, and expresses boundedness as the existence of one constant `C` valid at all positive distances. Its proof uses exactly this choice of `r`; `hbig` evaluates the singular term there, and `h3` is the inequality that it violates.

```lean
/-- The local energy is bounded over all positive distances if and only if
`a = 1/(2(l+1))`. -/
theorem localEnergy_bounded_iff (l : ℕ) (a : ℝ) {b : ℝ} (hb : 0 ≤ b) :
    (∃ C, ∀ r, 0 < r → |localEnergy l (pairWave l a b) r| ≤ C) ↔ a = 1 / (2 * (l + 1)) := by
  obtain ⟨M, hM⟩ := regularPart_bounded l a hb
  have hl : (0 : ℝ) < 2 * (l + 1) := by positivity
  rw [eq_div_iff hl.ne']
  constructor
  · rintro ⟨C, hC⟩
    by_contra hne
    have hk : 1 - 2 * (l + 1) * a ≠ 0 := fun h => hne (by linarith)
    have hk' : 0 < |1 - 2 * (l + 1) * a| := abs_pos.mpr hk
    have hD : 0 < |C| + |M| + 1 := by positivity
    -- at this distance the `1/r` term exceeds any proposed bound
    obtain ⟨r, hrdef⟩ : ∃ r, r = |1 - 2 * (l + 1) * a| / (|C| + |M| + 1) := ⟨_, rfl⟩
    have hr : 0 < r := by rw [hrdef]; exact div_pos hk' hD
    have hbig : |(1 - 2 * (l + 1) * a) / r| = |C| + |M| + 1 := by
      rw [abs_div, abs_of_pos hr, div_eq_iff hr.ne', hrdef, mul_div_cancel₀ _ hD.ne']
    have hE := hC r hr
    rw [localEnergy_pairWave l a hb hr] at hE
    have h1 := abs_le.mp hE
    have h2 := abs_le.mp (hM r hr)
    have h3 : |(1 - 2 * (l + 1) * a) / r| ≤ C + M :=
      abs_le.mpr ⟨by linarith [h1.1, h2.2], by linarith [h1.2, h2.1]⟩
    linarith [le_abs_self C, le_abs_self M]
  · intro ha
    refine ⟨M, fun r hr => ?_⟩
    have hk : 1 - 2 * (l + 1) * a = 0 := by linarith
    rw [localEnergy_pairWave l a hb hr, hk, zero_div, zero_add]
    exact hM r hr
```

Under the same condition, the coalescence limit is $R(0)=2ab-a^2+4(l+1)ab$. Inserting $a=1/(2(l+1))$ gives

$$\lim_{r\to0^+}E(r)=\frac{b}{l+1}+2b-\frac{1}{4(l+1)^2}.$$

In the proof, `ha` is used twice: in `hk`, to remove the $1/r$ term, and in `hval`, to evaluate $R(0)$. The limit of $R$ then carries over to the local energy, because the two functions agree for $r>0$.

```lean
/-- For `a = 1/(2(l+1))` the local energy has a finite limit as the electrons meet. -/
theorem localEnergy_tendsto (l : ℕ) {a b : ℝ} (hb : 0 ≤ b) (ha : a = 1 / (2 * (l + 1))) :
    Tendsto (localEnergy l (pairWave l a b)) (𝓝[>] 0)
      (𝓝 (b / (l + 1) + 2 * b - 1 / (4 * (l + 1) ^ 2))) := by
  have hl : (l : ℝ) + 1 ≠ 0 := by positivity
  have hk : 1 - 2 * (l + 1) * a = 0 := by
    rw [ha]
    field_simp
    ring
  have hval : regularPart l a b 0 = b / (l + 1) + 2 * b - 1 / (4 * (l + 1) ^ 2) := by
    simp only [regularPart, mul_zero, add_zero, one_pow, div_one]
    rw [ha]
    field_simp
    ring
  rw [← hval]
  refine (regularPart_tendsto l a b).congr' ?_
  filter_upwards [self_mem_nhdsWithin] with r hr
  rw [localEnergy_pairWave l a hb hr, hk, zero_div, zero_add]
```

Without the condition, the term $k/r$ survives and there is no finite limit. The condition also depends on $l$: the value $a=1/2$, correct for $l=0$, gives $k=-1$ when $l=1$, and a local energy that behaves as $-1/r$.

The slopes $1/2$ for $l=0$ and $1/4$ for $l=1$ are those of the electron–electron cusp conditions, often named after Kato, for antiparallel and parallel spins. The cusp conditions are properties of exact eigenfunctions, whereas here the slopes follow from requiring a bounded local energy of one family of trial functions.

## Too small a slope: $a<1/(2(l+1))$

Here the slope is too small for the kinetic part of the local energy to cancel the Coulomb repulsion in full; a negative slope even adds to the divergence. By hand, $k>0$, so $k/r\to+\infty$ while $R(r)$ tends to a finite value; the sum diverges to $+\infty$. With no Jastrow factor at all, $a=0$, the local energy is exactly $1/r$.

The proof uses `ha` to obtain `0 < 1 - 2 * (l + 1) * a`, and then adds a function that tends to `atTop`, meaning $+\infty$, to one that converges.

```lean
/-- For `a < 1/(2(l+1))` the local energy diverges to `+∞` as the electrons meet. -/
theorem localEnergy_tendsto_atTop (l : ℕ) {a b : ℝ} (hb : 0 ≤ b)
    (ha : a < 1 / (2 * (l + 1))) :
    Tendsto (localEnergy l (pairWave l a b)) (𝓝[>] 0) atTop := by
  have hl : (0 : ℝ) < 2 * (l + 1) := by positivity
  have hk : 0 < 1 - 2 * (l + 1) * a := by
    rw [lt_div_iff₀ hl] at ha
    linarith
  refine ((tendsto_inv_nhdsGT_zero.const_mul_atTop hk).atTop_add
    (regularPart_tendsto l a b)).congr' ?_
  filter_upwards [self_mem_nhdsWithin] with r hr
  rw [localEnergy_pairWave l a hb hr, div_eq_mul_inv]
```

The hypothesis fixes the sign of the divergence. For a slope above the cusp value, $k$ is negative and the same split points to $-\infty$.

## Zero relative angular momentum: $l=0$

This is the spherically symmetric relative state, which a pair with antiparallel spins can occupy. The centrifugal term is absent, and the local energy reads

$$E=-\left(u''+\frac2r u'+u'^2\right)+\frac1r .$$

Setting $l=0$ in the two general results gives the condition $a=1/2$ and the limit $b+2b-\frac14=3b-\frac14$. The final theorem joins the two statements, again for all $b\ge0$; its proof only simplifies the constants.

```lean
/-- For `l = 0` the local energy is bounded if and only if `a = 1/2`, and then it tends to
`3b - 1/4` as the electrons meet. -/
theorem localEnergy_sWave (a : ℝ) {b : ℝ} (hb : 0 ≤ b) :
    ((∃ C, ∀ r, 0 < r → |localEnergy 0 (pairWave 0 a b) r| ≤ C) ↔ a = 1 / 2) ∧
      (a = 1 / 2 →
        Tendsto (localEnergy 0 (pairWave 0 a b)) (𝓝[>] 0) (𝓝 (3 * b - 1 / 4))) := by
  have e : (1 : ℝ) / (2 * (((0 : ℕ) : ℝ) + 1)) = 1 / 2 := by norm_num
  refine ⟨?_, fun ha => ?_⟩
  · rw [localEnergy_bounded_iff 0 a hb, e]
  · have hv : 3 * b - 1 / 4 = b / (((0 : ℕ) : ℝ) + 1) + 2 * b
        - 1 / (4 * (((0 : ℕ) : ℝ) + 1) ^ 2) := by
      push_cast
      ring
    rw [hv]
    exact localEnergy_tendsto 0 hb (ha.trans e.symm)

end

end PadeJastrowCusp
```

```lean
#print axioms PadeJastrowCusp.localEnergy_pairWave
#print axioms PadeJastrowCusp.localEnergy_tendsto_atTop
#print axioms PadeJastrowCusp.localEnergy_sWave
```

```
'PadeJastrowCusp.localEnergy_pairWave' depends on axioms: [propext, Classical.choice, Quot.sound]
'PadeJastrowCusp.localEnergy_tendsto_atTop' depends on axioms: [propext, Classical.choice, Quot.sound]
'PadeJastrowCusp.localEnergy_sWave' depends on axioms: [propext, Classical.choice, Quot.sound]
```
